# Mixed energy differences up to total level n sum to a signed binomial combination of energies, for d ≥ 1 hierarchies

At the bottom of a hierarchy of methods or basis sets there is no lower energy to subtract, and here the missing energy counts as zero, so that the lowest level enters with its full energy. With this convention, and for at least one hierarchy, adding up all mixed differences to a given total level leaves only plain energies with signed binomial weights.

```lean
import Mathlib

open Finset

namespace CompositeCombination

noncomputable section

/-- The energy gain from the last step along hierarchy `i`: the energy at levels `l` minus the
energy one level lower in `i`, where an energy at a negative level counts as zero. -/
def backDiff {d : ℕ} (i : Fin d) (E : (Fin d → ℕ) → ℝ) : (Fin d → ℕ) → ℝ :=
  fun l => E l - if 0 < l i then E (l - Pi.single i 1) else 0

/-- The mixed difference: the backward difference taken once along each of the `d` hierarchies. -/
def mixedDiff {d : ℕ} (E : (Fin d → ℕ) → ℝ) : (Fin d → ℕ) → ℝ :=
  (List.finRange d).foldr backDiff E

/-- The sum of the energies over all combinations of levels with total `n`. -/
def levelSum {d : ℕ} (E : (Fin d → ℕ) → ℝ) (n : ℕ) : ℝ :=
  ∑ l ∈ Finset.piAntidiag Finset.univ n, E l

/-- The composite energy of order `n`: the sum of the mixed differences over all combinations of
levels with total at most `n`. -/
def compositeEnergy {d : ℕ} (E : (Fin d → ℕ) → ℝ) (n : ℕ) : ℝ :=
  ∑ j ∈ range (n + 1), levelSum (mixedDiff E) j

/-- Backward differences along two hierarchies may be taken in either order. -/
theorem backDiff_comm {d : ℕ} (i j : Fin d) (E : (Fin d → ℕ) → ℝ) :
    backDiff i (backDiff j E) = backDiff j (backDiff i E) := by
  rcases eq_or_ne i j with rfl | hij
  · rfl
  funext l
  have hi : (l - Pi.single j 1 : Fin d → ℕ) i = l i := by
    simp [hij]
  have hj : (l - Pi.single i 1 : Fin d → ℕ) j = l j := by
    simp [hij.symm]
  have hs : (l - Pi.single i 1 - Pi.single j 1 : Fin d → ℕ)
      = l - Pi.single j 1 - Pi.single i 1 := by
    funext k
    simp only [Pi.sub_apply]
    omega
  simp only [backDiff, hi, hj, hs]
  split_ifs <;> ring

/-- At total level zero a backward difference leaves the level sum unchanged. -/
theorem levelSum_backDiff_zero {d : ℕ} (i : Fin d) (E : (Fin d → ℕ) → ℝ) :
    levelSum (backDiff i E) 0 = levelSum E 0 := by
  unfold levelSum
  refine Finset.sum_congr rfl fun l hl => ?_
  have h0 : ∑ k, l k = 0 := (Finset.mem_piAntidiag.mp hl).1
  have h1 : l i ≤ ∑ k, l k :=
    Finset.single_le_sum (f := l) (fun _ _ => Nat.zero_le _) (Finset.mem_univ i)
  have h2 : ¬ 0 < l i := by omega
  simp only [backDiff, if_neg h2, sub_zero]

/-- A backward difference along any one hierarchy turns the level sum at total `n + 1` into the
difference of the level sums at totals `n + 1` and `n`. -/
theorem levelSum_backDiff_succ {d : ℕ} (i : Fin d) (E : (Fin d → ℕ) → ℝ) (n : ℕ) :
    levelSum (backDiff i E) (n + 1) = levelSum E (n + 1) - levelSum E n := by
  have hmem : ∀ (l : Fin d → ℕ) (m : ℕ),
      l ∈ Finset.piAntidiag Finset.univ m ↔ ∑ k, l k = m := by
    intro l m
    simp [Finset.mem_piAntidiag]
  have hcancel : ∀ l : Fin d → ℕ, 0 < l i → l - Pi.single i 1 + Pi.single i 1 = l := by
    intro l hl
    funext k
    rcases eq_or_ne k i with rfl | hk
    · simp only [Pi.add_apply, Pi.sub_apply, Pi.single_eq_same]
      omega
    · simp [hk]
  have hsum : ∀ m : Fin d → ℕ,
      ∑ k, (m + Pi.single i 1 : Fin d → ℕ) k = ∑ k, m k + 1 := by
    intro m
    simp only [Pi.add_apply, Finset.sum_add_distrib, Pi.single_apply, Finset.sum_ite_eq',
      Finset.mem_univ, if_true]
  unfold levelSum backDiff
  rw [Finset.sum_sub_distrib, ← Finset.sum_filter]
  congr 1
  -- lowering level `i` by one matches total `n + 1` with total `n`
  refine Finset.sum_nbij' (fun l => l - Pi.single i 1) (fun m => m + Pi.single i 1)
    ?_ ?_ ?_ ?_ ?_
  · intro l hl
    obtain ⟨h1, h2⟩ := Finset.mem_filter.mp hl
    have h3 := hsum (l - Pi.single i 1)
    rw [hcancel l h2, (hmem l _).mp h1] at h3
    exact (hmem _ _).mpr (by omega)
  · intro m hm
    refine Finset.mem_filter.mpr ⟨(hmem _ _).mpr ?_, ?_⟩
    · rw [hsum, (hmem m _).mp hm]
    · simp
  · intro l hl
    exact hcancel l (Finset.mem_filter.mp hl).2
  · intro m _
    funext k
    simp
  · intro l _
    rfl

/-- Summed over all totals up to `n`, a backward difference telescopes to the level sum at `n`. -/
theorem sum_levelSum_backDiff {d : ℕ} (i : Fin d) (E : (Fin d → ℕ) → ℝ) (n : ℕ) :
    ∑ j ∈ range (n + 1), levelSum (backDiff i E) j = levelSum E n := by
  induction n with
  | zero => simp [levelSum_backDiff_zero]
  | succ n ih =>
    rw [Finset.sum_range_succ, ih, levelSum_backDiff_succ]
    ring

/-- Backward differences along a list of hierarchies combine the level sums with signed binomial
coefficients of the length of the list. -/
theorem levelSum_foldr {d : ℕ} (L : List (Fin d)) (E : (Fin d → ℕ) → ℝ) (n : ℕ) :
    levelSum (L.foldr backDiff E) n
      = ∑ q ∈ range (n + 1), (-1 : ℝ) ^ q * (L.length.choose q : ℝ) * levelSum E (n - q) := by
  induction L generalizing n with
  | nil =>
    rw [Finset.sum_range_succ']
    simp
  | cons i L ih =>
    simp only [List.foldr_cons, List.length_cons]
    cases n with
    | zero =>
      rw [levelSum_backDiff_zero, ih]
      simp
    | succ n =>
      rw [levelSum_backDiff_succ, ih, ih]
      -- Pascal's rule, term by term
      have key : ∑ q ∈ range (n + 1), (-1 : ℝ) ^ (q + 1) * ((L.length + 1).choose (q + 1) : ℝ)
            * levelSum E (n + 1 - (q + 1))
          = ∑ q ∈ range (n + 1), (-1 : ℝ) ^ (q + 1) * (L.length.choose (q + 1) : ℝ)
            * levelSum E (n + 1 - (q + 1))
          - ∑ q ∈ range (n + 1), (-1 : ℝ) ^ q * (L.length.choose q : ℝ)
            * levelSum E (n - q) := by
        rw [← Finset.sum_sub_distrib]
        refine Finset.sum_congr rfl fun q _ => ?_
        rw [Nat.choose_succ_succ', Nat.add_sub_add_right]
        push_cast
        ring
      rw [Finset.sum_range_succ' _ (n + 1), Finset.sum_range_succ' _ (n + 1), key]
      simp only [Nat.choose_zero_right]
      ring

/-- Combination formula: for `d ≥ 1` hierarchies the composite energy of order `n` is the sum over
`q ≤ min (d - 1) n` of `(-1) ^ q * choose (d - 1) q` times the level sum at total `n - q`. -/
theorem compositeEnergy_eq {d : ℕ} (hd : 1 ≤ d) (E : (Fin d → ℕ) → ℝ) (n : ℕ) :
    compositeEnergy E n = ∑ q ∈ range (min (d - 1) n + 1),
      (-1 : ℝ) ^ q * ((d - 1).choose q : ℝ) * levelSum E (n - q) := by
  have hlen : (List.finRange d).length = d := List.length_finRange
  unfold compositeEnergy mixedDiff
  cases hL : List.finRange d with
  | nil =>
    rw [hL, List.length_nil] at hlen
    omega
  | cons i L =>
    rw [hL, List.length_cons] at hlen
    have hl : L.length = d - 1 := by omega
    -- one difference telescopes, the other `d - 1` give the binomial coefficients
    simp only [List.foldr_cons]
    rw [sum_levelSum_backDiff, levelSum_foldr, hl]
    symm
    refine Finset.sum_subset ?_ ?_
    · intro q hq
      rw [Finset.mem_range] at hq ⊢
      omega
    · intro q hq hq'
      rw [Finset.mem_range] at hq hq'
      rw [Nat.choose_eq_zero_of_lt (by omega)]
      simp

/-- For two hierarchies the level sum runs over the pairs of levels with total `n`. -/
theorem levelSum_two (E : (Fin 2 → ℕ) → ℝ) (n : ℕ) :
    levelSum E n = ∑ p ∈ antidiagonal n, E ![p.1, p.2] := by
  unfold levelSum
  refine Finset.sum_nbij' (fun l => (l 0, l 1)) (fun p => ![p.1, p.2]) ?_ ?_ ?_ ?_ ?_
  · intro l hl
    simpa [Finset.mem_piAntidiag, Fin.sum_univ_two] using hl
  · intro p hp
    simpa [Finset.mem_piAntidiag, Fin.sum_univ_two] using hp
  · intro l _
    funext k
    fin_cases k <;> rfl
  · intro p _
    rfl
  · intro l _
    refine congrArg E (funext fun k => ?_)
    fin_cases k <;> rfl

/-- If the energy is a sum of a term for each of two hierarchies, the composite energy of order `n`
equals the energy with both hierarchies at level `n`. -/
theorem compositeEnergy_additive (f g : ℕ → ℝ) (n : ℕ) :
    compositeEnergy (fun l : Fin 2 → ℕ => f (l 0) + g (l 1)) n = f n + g n := by
  have h := compositeEnergy_eq (d := 2) (by norm_num) (fun l => f (l 0) + g (l 1)) n
  rw [h]
  cases n with
  | zero => simp [levelSum_two]
  | succ n =>
    have hmin : min (2 - 1) (n + 1) + 1 = 2 := by omega
    have hf : ∑ p ∈ antidiagonal (n + 1), f p.1 = f (n + 1) + ∑ p ∈ antidiagonal n, f p.1 :=
      Finset.Nat.sum_antidiagonal_succ' (f := fun p : ℕ × ℕ => f p.1)
    have hg : ∑ p ∈ antidiagonal (n + 1), g p.2 = g (n + 1) + ∑ p ∈ antidiagonal n, g p.2 :=
      Finset.Nat.sum_antidiagonal_succ (f := fun p : ℕ × ℕ => g p.2)
    have hs : ∀ m, levelSum (fun l : Fin 2 → ℕ => f (l 0) + g (l 1)) m
        = ∑ p ∈ antidiagonal m, f p.1 + ∑ p ∈ antidiagonal m, g p.2 := by
      intro m
      rw [levelSum_two, ← Finset.sum_add_distrib]
      rfl
    rw [hmin, Finset.sum_range_succ, Finset.sum_range_one, hs, hs, Nat.sub_zero,
      Nat.add_sub_cancel, hf, hg]
    norm_num
    ring

end

end CompositeCombination
```

```lean
#print axioms CompositeCombination.backDiff_comm
-- 'CompositeCombination.backDiff_comm' depends on axioms: [propext, Classical.choice, Quot.sound]
#print axioms CompositeCombination.levelSum_foldr
-- 'CompositeCombination.levelSum_foldr' depends on axioms: [propext, Classical.choice, Quot.sound]
#print axioms CompositeCombination.compositeEnergy_additive
-- 'CompositeCombination.compositeEnergy_additive' depends on axioms: [propext, Classical.choice, Quot.sound]
```

## Energies on a grid of levels

Let $d$ hierarchies be numbered $0,\dots,d-1$, as in Lean's `Fin d`. A combination of levels is $l=(l_0,\dots,l_{d-1})$ with natural-number entries, and its total is $|l|=\sum_i l_i$. With two hierarchies, $l_0$ might number the correlation methods and $l_1$ the basis sets; $E(l)$ is then the energy computed with that method in that basis. In Lean, `E : (Fin d → ℕ) → ℝ` is an arbitrary real function of the levels. Nothing about a Hamiltonian or a variational principle is assumed.

Write $e_i$ for the combination with a one in place $i$ and zeros elsewhere. The definitions then read as follows.

- `backDiff i E` is the backward difference $\nabla_i E$. Its value at $l$ is $E(l)-E(l-e_i)$ if $l_i>0$, and $E(l)$ if $l_i=0$. The test `0 < l i` is needed because subtraction of natural numbers stops at zero: without it, the energy at the lowest level would be subtracted from itself.
- `mixedDiff E` is $\nabla_0\nabla_1\cdots\nabla_{d-1}E$. By `backDiff_comm` any two of these differences may be exchanged, so the order has no physical meaning.
- `levelSum E n` is $S_n[E]=\sum_{|l|=n}E(l)$.
- `compositeEnergy E n` is $C_n[E]=\sum_{j=0}^{n}S_j[\nabla_0\cdots\nabla_{d-1}E]$.

The main theorem, `compositeEnergy_eq`, states that for $d\ge 1$ and every $n$

$$C_n[E]=\sum_{q=0}^{\min(d-1,n)}(-1)^q\binom{d-1}{q}\,S_{n-q}[E].$$

For $d=1$ this is simply $C_n[E]=E(n)$: the full energy at level zero plus the successive changes gives the energy at level $n$. For $d=2$ and $n=1$ it gives

$$C_1[E]=E(1,0)+E(0,1)-E(0,0).$$

This is the familiar composite estimate: the better method in the small basis, plus the basis-set correction found with the cheaper method.

The formula is an identity between finite sums. It gives no error estimate and no convergence as $n$ grows. All hierarchies count equally towards the total, and there are no empirical scale factors or basis-set extrapolations.

## One difference telescopes

Sum $\nabla_i E$ over all $l$ with total $n+1$. The first term gives $S_{n+1}[E]$. The subtracted term is present only where $l_i>0$, and there $m=l-e_i$ runs exactly once through all combinations with total $n$. Hence

$$S_{n+1}[\nabla_iE]=S_{n+1}[E]-S_n[E],\qquad S_0[\nabla_iE]=S_0[E].$$

The second equation holds because total zero forces every level to be zero, where nothing is subtracted.

These are `levelSum_backDiff_succ` and `levelSum_backDiff_zero`. In the first, `Finset.sum_filter` turns the conditional term into a sum over the combinations with $l_i>0$. Then `Finset.sum_nbij'` matches the two sums through the maps $l\mapsto l-e_i$ and $m\mapsto m+e_i$, and `hcancel` confirms that the second undoes the first when $l_i>0$.

Adding the equations for totals $0$ to $n$ makes all intermediate terms cancel:

$$\sum_{j=0}^{n}S_j[\nabla_iE]=S_0[E]+\sum_{j=1}^{n}\bigl(S_j[E]-S_{j-1}[E]\bigr)=S_n[E].$$

Lean proves this in `sum_levelSum_backDiff` by induction on $n$. Applied to the outermost difference in $C_n[E]$, it gives

$$C_n[E]=S_n[\nabla_1\cdots\nabla_{d-1}E],$$

with $d-1$ differences left.

## Pascal's rule handles the other d − 1

For any $k$ backward differences, the claim of `levelSum_foldr` is

$$S_n[\nabla_{i_1}\cdots\nabla_{i_k}E]=\sum_{q=0}^{n}(-1)^q\binom{k}{q}S_{n-q}[E].$$

With $k=0$ only $q=0$ contributes, and both sides are $S_n[E]$. Suppose the claim holds for $k$ differences and every total, and apply one more difference on the outside. At total zero both sides are $S_0[E]$. At total $n+1$, the shift rule and the assumption give

$$\sum_{q=0}^{n+1}(-1)^q\binom{k}{q}S_{n+1-q}[E]-\sum_{q=0}^{n}(-1)^q\binom{k}{q}S_{n-q}[E].$$

Replacing $q$ by $q-1$ in the second sum turns it, with its minus sign, into $+\sum_{q=1}^{n+1}(-1)^q\binom{k}{q-1}S_{n+1-q}[E]$. For $q\ge1$ the coefficients combine by

$$\binom{k}{q}+\binom{k}{q-1}=\binom{k+1}{q},$$

and the term $q=0$ has coefficient one before and after. This proves the claim for $k+1$.

The Lean proof is an induction on the list of hierarchies, with `n` left general because the step uses two different totals. `Finset.sum_range_succ'` splits off the term $q=0$, and `key` is Pascal's rule for the remaining terms.

Setting $k=d-1$ gives the main formula with $q$ running up to $n$. Since $\binom{d-1}{q}=0$ for $q>d-1$, the sum may end at $\min(d-1,n)$. In `compositeEnergy_eq`, the case split on `List.finRange d` separates the telescoping difference from the others, and `Finset.sum_subset` removes the vanishing terms.

## Two hierarchies with additive effects

Suppose that $E(l_0,l_1)=f(l_0)+g(l_1)$, so that the gain from a better method is the same in every basis. Then

$$S_n[E]=\sum_{i=0}^{n}\bigl(f(i)+g(n-i)\bigr)=\sum_{i=0}^{n}\bigl(f(i)+g(i)\bigr).$$

For $n\ge1$ the main formula gives $C_n[E]=S_n[E]-S_{n-1}[E]=f(n)+g(n)$, and for $n=0$ it gives $S_0[E]=f(0)+g(0)$. In both cases the result is $E(n,n)$, as `compositeEnergy_additive` states. Its proof uses `levelSum_two` to write the level sum over pairs, then splits off the terms $f(n+1)$ and $g(n+1)$ in `hf` and `hg`.

In electronic structure terms, this composite scheme recovers the energy with both method and basis at level $n$ from calculations of total level at most $n$, provided that the two effects are strictly additive. Additivity is assumed here, not derived, and real correlation and basis-set effects are coupled to some extent. A coupling $c\,l_0l_1$ added to $E$ contributes $c$ to $E(1,1)$ but nothing to $C_1[E]$.

## Why at least one hierarchy is needed

Take $d=0$. There is then a single, empty combination of levels, with total zero. Let its energy be $1$ and let $n=1$. No differences are taken, so the composite energy is $S_0[E]+S_1[E]=1+0=1$. On the right-hand side, Lean reads $d-1$ as $0$, and the only term is $S_1[E]=0$. The formula fails because there is no difference to telescope the sum over totals.
